# For a conserved current, the longitudinal amplitude of a massive vector boson is −M J₀/q

Four-vectors are pairs of a complex time component and a complex spatial part, multiplied by (a₀, u)·(b₀, v) = a₀b₀ − Σᵢ uᵢvᵢ, with signature (+,−,−,−) and no complex conjugation. In units with c = 1, a vector boson of mass M and momentum q n, with n a real unit vector, has energy E = √(q² + M²), four-momentum k = (E, q n) and a longitudinal polarization e fixed by M e = (q, E n).

```lean
import Mathlib

open Filter Topology

namespace LongitudinalWard

noncomputable section

/-- A complex four-vector: time component and spatial part. -/
abbrev FourVector := ℂ × (Fin 3 → ℂ)

/-- The bilinear Minkowski product with signature (+,-,-,-). -/
def mdot (a b : FourVector) : ℂ := a.1 * b.1 - ∑ i, a.2 i * b.2 i

/-- The component of a complex spatial vector along the real direction `n`. -/
def along (n : Fin 3 → ℝ) (v : Fin 3 → ℂ) : ℂ := ∑ i, (n i : ℂ) * v i

/-- The spatial vector `v` with its component along `n` removed. -/
def transverse (n : Fin 3 → ℝ) (v : Fin 3 → ℂ) : Fin 3 → ℂ :=
  fun i => v i - along n v * n i

/-- The relativistic energy for mass `M` and momentum `q`. -/
def energy (M q : ℝ) : ℝ := √(q ^ 2 + M ^ 2)

/-- The four-momentum `k = (E, q n)`. -/
def momentum (M q : ℝ) (n : Fin 3 → ℝ) : FourVector :=
  ((energy M q : ℂ), fun i => (q : ℂ) * n i)

/-- The vector `e` is the longitudinal polarization: `M e = (q, E n)`. -/
def IsLongitudinal (M q : ℝ) (n : Fin 3 → ℝ) (e : FourVector) : Prop :=
  (M : ℂ) • e = ((q : ℂ), fun i => (energy M q : ℂ) * n i)

/-- The mass-shell relation `E² = q² + M²`, as an identity of complex numbers. -/
theorem energy_sq (M q : ℝ) : (energy M q : ℂ) ^ 2 = (q : ℂ) ^ 2 + (M : ℂ) ^ 2 := by
  have h : energy M q ^ 2 = q ^ 2 + M ^ 2 := Real.sq_sqrt (by positivity)
  exact_mod_cast h

private lemma mdot_ray (a b : ℂ) (n : Fin 3 → ℝ) (J : FourVector) :
    mdot (a, fun i => b * n i) J = a * J.1 - b * along n J.2 := by
  simp only [mdot, along, Finset.mul_sum, mul_assoc]

private lemma along_ray {n : Fin 3 → ℝ} (hn : ∑ i, n i ^ 2 = 1) (b : ℂ) :
    along n (fun i => b * n i) = b := by
  have hc : (n 0 : ℂ) ^ 2 + (n 1 : ℂ) ^ 2 + (n 2 : ℂ) ^ 2 = 1 := by
    rw [Fin.sum_univ_three] at hn
    exact_mod_cast hn
  simp only [along, Fin.sum_univ_three]
  linear_combination b * hc

private lemma mass_mul_mdot {M q : ℝ} {n : Fin 3 → ℝ} {e : FourVector}
    (he : IsLongitudinal M q n e) (J : FourVector) :
    (M : ℂ) * mdot e J = q * J.1 - energy M q * along n J.2 := by
  unfold IsLongitudinal at he
  rw [← mdot_ray, ← he]
  simp [mdot, Finset.mul_sum, mul_sub, mul_assoc]

private lemma norm_sq_cast (z : ℂ) : (‖z‖ : ℂ) ^ 2 = z * star z := by
  rw [← starRingEnd_apply, Complex.mul_conj, Complex.normSq_eq_norm_sq, Complex.ofReal_pow]

/-- For `M ≠ 0` the vector `(q, E n)/M` is a longitudinal polarization, and the
current `(q, E n)` is conserved. -/
theorem longitudinal_witness {M : ℝ} (q : ℝ) {n : Fin 3 → ℝ} (hM : M ≠ 0)
    (hn : ∑ i, n i ^ 2 = 1) :
    IsLongitudinal M q n ((q : ℂ) / M, fun i => (energy M q : ℂ) / M * n i) ∧
      mdot (momentum M q n) ((q : ℂ), fun i => (energy M q : ℂ) * n i) = 0 := by
  have hM' : (M : ℂ) ≠ 0 := by exact_mod_cast hM
  constructor
  · unfold IsLongitudinal
    refine Prod.ext ?_ (funext fun i => ?_)
    · show (M : ℂ) * ((q : ℂ) / M) = q
      field_simp
    · show (M : ℂ) * ((energy M q : ℂ) / M * n i) = energy M q * n i
      field_simp
  · rw [momentum, mdot_ray, along_ray hn]
    ring

/-- The longitudinal polarization is orthogonal to the momentum and has square `-1`. -/
theorem longitudinal_normalized {M q : ℝ} {n : Fin 3 → ℝ} {e : FourVector} (hM : 0 < M)
    (hn : ∑ i, n i ^ 2 = 1) (he : IsLongitudinal M q n e) :
    mdot e (momentum M q n) = 0 ∧ mdot e e = -1 := by
  have hM' : (M : ℂ) ≠ 0 := by exact_mod_cast hM.ne'
  have hk := mass_mul_mdot he (momentum M q n)
  have hee := mass_mul_mdot he e
  unfold IsLongitudinal at he
  have h0 : (M : ℂ) * e.1 = q := congrArg Prod.fst he
  have h1 : ∀ i, (M : ℂ) * e.2 i = energy M q * n i :=
    fun i => congrFun (congrArg Prod.snd he) i
  have ha : (M : ℂ) * along n e.2 = energy M q := by
    refine Eq.trans ?_ (along_ray hn _)
    simp only [along, Finset.mul_sum]
    refine Finset.sum_congr rfl fun i _ => ?_
    linear_combination (n i : ℂ) * h1 i
  constructor
  · apply mul_left_cancel₀ hM'
    rw [hk]
    simp only [momentum]
    rw [along_ray hn]
    ring
  · apply mul_left_cancel₀ (pow_ne_zero 2 hM')
    linear_combination (M : ℂ) * hee + (q : ℂ) * h0 - (energy M q : ℂ) * ha - energy_sq M q

/-- The longitudinal polarization is `k/M` minus the vector `(M/(E+q)) (1, -n)`. -/
theorem longitudinal_decomposition {M q : ℝ} {n : Fin 3 → ℝ} {e : FourVector}
    (hM : 0 < M) (hq : 0 < q) (he : IsLongitudinal M q n e) :
    e = (1 / M : ℂ) • momentum M q n
      - ((M : ℂ) / (energy M q + q)) • ((1 : ℂ), fun i => -(n i : ℂ)) := by
  have hM' : (M : ℂ) ≠ 0 := by exact_mod_cast hM.ne'
  have hE0 : 0 ≤ energy M q := Real.sqrt_nonneg _
  have hs : (energy M q : ℂ) + q ≠ 0 := by
    have h : energy M q + q ≠ 0 := by positivity
    exact_mod_cast h
  have hi : (M : ℂ) * (M : ℂ)⁻¹ = 1 := mul_inv_cancel₀ hM'
  -- the mass shell factorises as M² = (E - q)(E + q)
  have key : (M : ℂ) / (energy M q + q) = (energy M q - q) / M := by
    rw [div_eq_div_iff hs hM']
    linear_combination -energy_sq M q
  unfold IsLongitudinal at he
  have h0 : (M : ℂ) * e.1 = q := congrArg Prod.fst he
  have h1 : ∀ i, (M : ℂ) * e.2 i = energy M q * n i :=
    fun i => congrFun (congrArg Prod.snd he) i
  rw [key]
  refine Prod.ext ?_ (funext fun i => ?_)
  · show e.1 = (1 / M : ℂ) * energy M q - ((energy M q : ℂ) - q) / M * 1
    apply mul_left_cancel₀ hM'
    linear_combination h0 - (q : ℂ) * hi
  · show e.2 i = (1 / M : ℂ) * (q * n i) - ((energy M q : ℂ) - q) / M * -(n i : ℂ)
    apply mul_left_cancel₀ hM'
    linear_combination h1 i - (energy M q : ℂ) * n i * hi

/-- For a conserved current the longitudinal amplitude is `-M J₀ / q`. -/
theorem longitudinal_amplitude {M q : ℝ} {n : Fin 3 → ℝ} {e J : FourVector}
    (hM : 0 < M) (hq : 0 < q) (he : IsLongitudinal M q n e)
    (hk : mdot (momentum M q n) J = 0) : mdot e J = -(M * J.1) / q := by
  have hM' : (M : ℂ) ≠ 0 := by exact_mod_cast hM.ne'
  have hq' : (q : ℂ) ≠ 0 := by exact_mod_cast hq.ne'
  have h := mass_mul_mdot he J
  rw [momentum, mdot_ray] at hk
  rw [eq_div_iff hq']
  apply mul_left_cancel₀ hM'
  linear_combination (q : ℂ) * h + (energy M q : ℂ) * hk - J.1 * energy_sq M q

/-- The squared norm of a complex spatial vector is the sum of those of its parts
orthogonal to and along the unit vector `n`. -/
theorem norm_sq_split {n : Fin 3 → ℝ} (hn : ∑ i, n i ^ 2 = 1) (v : Fin 3 → ℂ) :
    ∑ i, ‖v i‖ ^ 2 = ∑ i, ‖transverse n v i‖ ^ 2 + ‖along n v‖ ^ 2 := by
  have hc : (n 0 : ℂ) ^ 2 + (n 1 : ℂ) ^ 2 + (n 2 : ℂ) ^ 2 = 1 := by
    rw [Fin.sum_univ_three] at hn
    exact_mod_cast hn
  have hr : ∀ x : ℝ, star (x : ℂ) = x := Complex.conj_ofReal
  apply Complex.ofReal_injective
  push_cast
  simp only [norm_sq_cast, transverse, along, Fin.sum_univ_three, star_sub, star_add,
    star_mul', hr]
  linear_combination (-(n 0 * v 0 + n 1 * v 1 + n 2 * v 2) *
    (n 0 * star (v 0) + n 1 * star (v 1) + n 2 * star (v 2))) * hc

/-- For a conserved current: the splitting of the longitudinal polarization, the
longitudinal amplitude, and `-J·J*` as a transverse part plus `M² |J₀|² / q²`. -/
theorem longitudinal_ward_identity {M q : ℝ} {n : Fin 3 → ℝ} {e J : FourVector}
    (hM : 0 < M) (hq : 0 < q) (hn : ∑ i, n i ^ 2 = 1) (he : IsLongitudinal M q n e)
    (hk : mdot (momentum M q n) J = 0) :
    e = (1 / M : ℂ) • momentum M q n
        - ((M : ℂ) / (energy M q + q)) • ((1 : ℂ), fun i => -(n i : ℂ)) ∧
      mdot e J = -(M * J.1) / q ∧
      -mdot J (star J) =
        ((∑ i, ‖transverse n J.2 i‖ ^ 2 + M ^ 2 * ‖J.1‖ ^ 2 / q ^ 2 : ℝ) : ℂ) := by
  refine ⟨longitudinal_decomposition hM hq he, longitudinal_amplitude hM hq he hk, ?_⟩
  have hE0 : 0 ≤ energy M q := Real.sqrt_nonneg _
  have hE : energy M q ^ 2 = q ^ 2 + M ^ 2 := Real.sq_sqrt (by positivity)
  rw [momentum, mdot_ray] at hk
  -- conservation fixes the size of the current along n
  have hN : q * ‖along n J.2‖ = energy M q * ‖J.1‖ := by
    have h := congrArg norm (sub_eq_zero.mp hk).symm
    rwa [norm_mul, norm_mul, Complex.norm_real, Complex.norm_real,
      Real.norm_of_nonneg hq.le, Real.norm_of_nonneg hE0] at h
  have h3 : ‖along n J.2‖ ^ 2 - ‖J.1‖ ^ 2 = M ^ 2 * ‖J.1‖ ^ 2 / q ^ 2 := by
    rw [eq_div_iff (by positivity)]
    linear_combination (q * ‖along n J.2‖ + energy M q * ‖J.1‖) * hN + ‖J.1‖ ^ 2 * hE
  have h4 : -mdot J (star J) = ((∑ i, ‖J.2 i‖ ^ 2 - ‖J.1‖ ^ 2 : ℝ) : ℂ) := by
    simp only [mdot, Prod.fst_star, Prod.snd_star, Pi.star_apply]
    push_cast
    simp only [norm_sq_cast]
    ring
  rw [h4, norm_sq_split hn]
  congr 1
  linarith [h3]

/-- For conserved currents with bounded time component, the longitudinal amplitude
tends to zero with the mass. -/
theorem longitudinal_decoupling {q C : ℝ} {n : Fin 3 → ℝ} {e J : ℝ → FourVector}
    (hq : 0 < q) (he : ∀ M > 0, IsLongitudinal M q n (e M))
    (hk : ∀ M > 0, mdot (momentum M q n) (J M) = 0) (hC : ∀ M > 0, ‖(J M).1‖ ≤ C) :
    Tendsto (fun M => mdot (e M) (J M)) (𝓝[>] 0) (𝓝 0) := by
  have hlim : Tendsto (fun M : ℝ => M * C / q) (𝓝[>] 0) (𝓝 0) := by
    have hc : Continuous (fun M : ℝ => M * C / q) := by fun_prop
    have h := (hc.tendsto 0).mono_left (nhdsWithin_le_nhds (s := Set.Ioi 0))
    rwa [zero_mul, zero_div] at h
  refine squeeze_zero_norm' ?_ hlim
  filter_upwards [self_mem_nhdsWithin] with M hM
  have hM0 : 0 < M := hM
  have hb := hC M hM0
  rw [longitudinal_amplitude hM0 hq (he M hM0) (hk M hM0), norm_div, norm_neg, norm_mul,
    Complex.norm_real, Complex.norm_real, Real.norm_of_nonneg hM0.le,
    Real.norm_of_nonneg hq.le]
  gcongr

/-- If the longitudinal amplitude of a fixed current has a finite limit as the mass
tends to zero, the current is conserved at the massless momentum. -/
theorem conserved_of_finite_limit {q : ℝ} {n : Fin 3 → ℝ} {e : ℝ → FourVector}
    {J : FourVector} {L : ℂ} (hq : 0 < q) (he : ∀ M > 0, IsLongitudinal M q n (e M))
    (hL : Tendsto (fun M => mdot (e M) J) (𝓝[>] 0) (𝓝 L)) :
    mdot (momentum 0 q n) J = 0 := by
  have hM : Tendsto (fun M : ℝ => (M : ℂ)) (𝓝[>] 0) (𝓝 0) := by
    have h := (Complex.continuous_ofReal.tendsto 0).mono_left
      (nhdsWithin_le_nhds (s := Set.Ioi 0))
    rwa [Complex.ofReal_zero] at h
  have h1 := hM.mul hL
  rw [zero_mul] at h1
  have hE : Continuous (fun M : ℝ => energy M q) := by
    unfold energy
    fun_prop
  have hc : Continuous (fun M : ℝ => (q : ℂ) * J.1 - (energy M q : ℂ) * along n J.2) :=
    continuous_const.sub ((Complex.continuous_ofReal.comp hE).mul continuous_const)
  have h2 := (hc.tendsto 0).mono_left (nhdsWithin_le_nhds (s := Set.Ioi 0))
  -- M times the amplitude has two expressions, hence two equal limits
  have hev : (fun M : ℝ => (M : ℂ) * mdot (e M) J) =ᶠ[𝓝[>] 0]
      (fun M : ℝ => (q : ℂ) * J.1 - (energy M q : ℂ) * along n J.2) := by
    filter_upwards [self_mem_nhdsWithin] with M hM0
    exact mass_mul_mdot (he M hM0) J
  have h3 := tendsto_nhds_unique (h1.congr' hev) h2
  have hE0 : energy 0 q = q := by
    simp [energy, Real.sqrt_sq hq.le]
  simp only [hE0] at h3
  rw [momentum, mdot_ray, hE0]
  exact h3.symm

end

end LongitudinalWard
```

```lean
#print axioms LongitudinalWard.longitudinal_amplitude
#print axioms LongitudinalWard.longitudinal_ward_identity
#print axioms LongitudinalWard.longitudinal_decoupling
#print axioms LongitudinalWard.conserved_of_finite_limit
```

```
'LongitudinalWard.longitudinal_amplitude' depends on axioms: [propext, Classical.choice, Quot.sound]
'LongitudinalWard.longitudinal_ward_identity' depends on axioms: [propext, Classical.choice, Quot.sound]
'LongitudinalWard.longitudinal_decoupling' depends on axioms: [propext, Classical.choice, Quot.sound]
'LongitudinalWard.conserved_of_finite_limit' depends on axioms: [propext, Classical.choice, Quot.sound]
```

## What the theorems say about the current

The current J = (J₀, j) is the amplitude with the boson's polarization vector stripped off. In Lean, `J.1` is J₀ and `J.2 i` is the spatial component jᵢ, with i = 0, 1, 2. The number `along n J.2` is s = n·j, and `transverse n J.2` is j⊥ = j − s n. The predicate `IsLongitudinal M q n e` states M e = (q, E n), which determines e whenever M ≠ 0.

The main theorem, `longitudinal_ward_identity`, takes M > 0, q > 0, a unit vector n, the longitudinal e and a current with k·J = 0. It concludes

e = k/M − (M/(E+q)) (1, −n)

e·J = −M J₀/q

−J·conj(J) = ‖j⊥‖² + M²|J₀|²/q²

where conj(J), written `star J` in the file, is the componentwise conjugate, and ‖j⊥‖² is the sum of the squared absolute values of the three components of j⊥.

The condition k·J = 0 is the momentum-space form of current conservation. In QED the Ward identity derives it for the full amplitude with the external charged particles on shell; here it is the hypothesis `hk`, and the theorems work out its consequences for one emitted boson. No Lagrangian or diagram enters.

Two further theorems concern the limit M → 0 from above at fixed q, written `𝓝[>] 0`. In `longitudinal_decoupling` the current may depend on M, is conserved at every M > 0 and satisfies |J₀| ≤ C; then e·J → 0. In `conserved_of_finite_limit` the current is fixed, and a finite limit of e·J forces k·J = 0 at the massless momentum k = (q, q n).

For tree-level QED with a small photon mass, this means that the third polarization drops out of the emission of a photon with fixed non-zero momentum, provided that the current is conserved and its time component stays bounded. Soft photons, with q going to zero along with M, are not covered.

## The derivation by hand

The polarization is correctly normalised, since n·n = 1 gives

M e·k = qE − Eq = 0

M² e·e = q² − E² = −M²

so e·k = 0 and e·e = −1.

For the splitting, the mass shell factorises as M² = (E − q)(E + q), hence M/(E+q) = (E − q)/M. The time component and the coefficient of n in the spatial part of the right-hand side are then

E/M − (E − q)/M = q/M

q/M + (E − q)/M = E/M

which are those of e.

For the amplitude, conservation reads E J₀ − q s = 0, so s = E J₀/q. Therefore

M e·J = q J₀ − E s = (q² − E²) J₀/q = −M² J₀/q

and division by M gives e·J = −M J₀/q.

For the norm identity, n·j⊥ = s − s n·n = 0, so the cross terms vanish in

Σᵢ |jᵢ|² = ‖j⊥‖² + |s|²

Inserting |s|² = E²|J₀|²/q² gives

−J·conj(J) = Σᵢ |jᵢ|² − |J₀|² = ‖j⊥‖² + (E²/q² − 1)|J₀|² = ‖j⊥‖² + M²|J₀|²/q²

The last term is |e·J|², the longitudinal emission strength.

Decoupling follows from |e·J| = M|J₀|/q ≤ MC/q. The bound on J₀ matters: the current J = e is conserved for every M > 0, but its time component is q/M and its amplitude is e·e = −1 however small the mass.

For the converse, M e·J = q J₀ − E s holds without conservation. If e·J has a finite limit, the left side tends to zero. With J fixed, the right side tends to q J₀ − q s, which is k·J at M = 0, so this product vanishes.

## How the Lean proof follows these steps

The lemma `mass_mul_mdot` proves M e·J = q J₀ − E s for any current; it is used directly in `longitudinal_normalized`, `longitudinal_amplitude` and `conserved_of_finite_limit`. `energy_sq` supplies E² = q² + M² as an identity of complex numbers. `longitudinal_normalized` checks e·k = 0 and e·e = −1, while `longitudinal_witness` exhibits e explicitly for M ≠ 0, together with the non-zero conserved current (q, E n).

In `longitudinal_decomposition`, the step `key` is the factorised mass shell, after which the time and spatial components are compared separately. In `longitudinal_amplitude`, the goal is multiplied through by q and M, and `linear_combination` adds up the formula for M e·J, the conservation law and the mass shell with the coefficients that the elimination of s requires. Neither of these two theorems needs n to have unit length.

`norm_sq_split` is the Pythagorean step, proved by expanding three components and using n·n = 1. In the main theorem, `hN` takes absolute values in the conservation law to get q|s| = E|J₀|, `h3` turns this into |s|² − |J₀|² = M²|J₀|²/q², and `h4` rewrites −J·conj(J) as Σᵢ |jᵢ|² − |J₀|².

The decoupling theorem squeezes |e·J| between zero and MC/q with `squeeze_zero_norm'`. The converse computes the limit of M e·J in two ways and equates the results by `tendsto_nhds_unique`.

## Two places where the result can go wrong

In the derivation, replacing e by k/M at small mass and then using k·J = 0 gives an amplitude of exactly zero. If J₀ stays bounded, the limit is right, but the leading term is lost: all of −M J₀/q comes from the remainder,

−(M/(E+q)) (J₀ + s) = −(M/(E+q)) J₀ (1 + E/q) = −M J₀/q

In the formal statement, the trap is the norm of the spatial part. On the type `Fin 3 → ℂ`, Mathlib's norm is the largest absolute value among the components, so `‖transverse n J.2‖ ^ 2` would in general not be the Euclidean square. The file therefore writes the sum `∑ i, ‖transverse n J.2 i‖ ^ 2`.

## Polarization sums and numerical amplitudes

In a cross-section calculation, the sum over the three polarizations of a massive vector boson uses the tensor −g^{μν} + k^μ k^ν/M². Contracted with a conserved current and its conjugate, the second term vanishes and −J·conj(J) remains. The norm identity separates this into the strength ‖j⊥‖² of the two transverse polarizations and the longitudinal strength M²|J₀|²/q².

For a conserved current and M much smaller than q, a program that evaluates e·J directly from e = (q, E n)/M subtracts two terms of size q|J₀|/M to obtain a result of size M|J₀|/q. The relative size of what survives is M²/q², so in double precision the answer is lost to rounding when M/q is around 10⁻⁸. For a conserved current, contracting only the remainder −(M/(E+q)) (1, −n) with J avoids the subtraction, because J₀ and s = E J₀/q then add with the same phase.
